# A sufficient condition for a GGA kinetic energy to lie below the von Weizsäcker energy of an exponential density

Before a kinetic functional with an exchange-like enhancement factor enters an orbital-free or embedding calculation, it can be tested on a density whose von Weizsäcker energy $T_W$ is known. The exact non-interacting kinetic energy is never below $T_W$, so a functional that falls below it is in error there. For a continuous, non-negative factor, an upper bound is enough to show this failure on exponential densities whose particle number is small enough for that bound.

## Comparing the two energies by hand

In atomic units, let $N,Z>0$ and
$$n(r)=\frac{NZ^3}{\pi}e^{-2Zr},\qquad C_F=\tfrac{3}{10}(3\pi^2)^{2/3},\qquad s=\frac{|n'|}{2(3\pi^2)^{1/3}n^{4/3}}.$$
The GGA energy is $T_{GGA}=4\pi\int_0^\infty r^2\,C_F n^{5/3}F(s)\,dr$, and $F=1$ gives the Thomas-Fermi energy $T_{TF}$. Suppose that $F$ is continuous on $s\ge 0$, that $0\le F\le M$, and that
$$\tfrac{27}{125}\,M\,C_F\,(N/\pi)^{2/3}<\tfrac12 .$$
Then the GGA integral converges and $T_{GGA}<T_W$.

Two integrations by parts give $\int_0^\infty r^2e^{-ar}dr=2/a^3$ for $a>0$. With $a=2Z$, the density integrates to $4\pi\cdot\frac{NZ^3}{\pi}\cdot\frac{2}{8Z^3}=N$. Since $n'=-2Zn$, we have $n'^2/(8n)=Z^2n/2$, hence
$$T_W=\frac{NZ^2}{2}.$$
The power $n^{5/3}$ decays with $a=10Z/3$, so
$$T_{TF}=4\pi C_F\Big(\frac N\pi\Big)^{5/3}Z^5\,\frac{2}{(10Z/3)^3}=\frac{27}{125}C_F\,\pi^{-2/3}N^{5/3}Z^2 .$$

The GGA integrand is continuous and lies between $0$ and $M$ times the Thomas-Fermi integrand. It is therefore integrable, and
$$T_{GGA}\le M\,T_{TF}=NZ^2\cdot\tfrac{27}{125}MC_F(N/\pi)^{2/3}<\frac{NZ^2}{2}=T_W .$$
Both energies scale as $Z^2$, so $Z$ drops out of the condition. For constant $F=M\ge 0$ the first step is an equality, so no weaker condition on $M$ and $N$ is sufficient for all such $F$.

For $N=1$, $C_F\pi^{-2/3}=\frac{3}{10}(3\pi)^{2/3}$. From $\pi<3.15$ we get $(3\pi)^2<4.53^3$, so $M=1.7$ makes the left side of the condition less than $0.4991$.

The upper bound on $F$ matters. The factor $F(s)=\frac53s^2$ is continuous and non-negative but unbounded, and it turns the GGA integrand into $n'^2/(8n)$. Then $T_{GGA}=T_W$ for every $N$ and $Z$, and the strict inequality fails.

## Densities and functionals in Lean

```lean
import Mathlib

open MeasureTheory Set
open scoped Real

namespace ConjointnessLimit

noncomputable section
```

A spherical density is a function `ℝ → ℝ` of the radius, and `radialIntegral` supplies the volume element.

```lean
/-- The integral over all space of a spherically symmetric function. -/
def radialIntegral (f : ℝ → ℝ) : ℝ := 4 * π * ∫ r in Ioi (0 : ℝ), r ^ 2 * f r

/-- The Thomas-Fermi constant `C_F` in atomic units. -/
def fermiConst : ℝ := 3 / 10 * (3 * π ^ 2) ^ ((2 : ℝ) / 3)
```

The particle number `N` is any positive real, not necessarily an integer.

```lean
/-- The exponential density `N Z³ exp(-2 Z r) / π` as a function of the radius `r`. -/
def expDensity (N Z r : ℝ) : ℝ := N * Z ^ 3 * Real.exp (-2 * Z * r) / π
```

The gradient uses the actual derivative `deriv n r`.

```lean
/-- The reduced density gradient `s` of a spherical density. -/
def reducedGradient (n : ℝ → ℝ) (r : ℝ) : ℝ :=
  |deriv n r| / (2 * (3 * π ^ 2) ^ ((1 : ℝ) / 3) * n r ^ ((4 : ℝ) / 3))

/-- The von Weizsäcker kinetic energy of a spherical density. -/
def weizsacker (n : ℝ → ℝ) : ℝ := radialIntegral fun r => deriv n r ^ 2 / (8 * n r)

/-- The Thomas-Fermi kinetic energy of a spherical density. -/
def thomasFermi (n : ℝ → ℝ) : ℝ := radialIntegral fun r => fermiConst * n r ^ ((5 : ℝ) / 3)
```

The functional has the spin-unpolarised form, and no spin scaling is applied, even at $N=1$.

```lean
/-- The GGA kinetic energy density with enhancement factor `F`. -/
def ggaDensity (F n : ℝ → ℝ) (r : ℝ) : ℝ :=
  fermiConst * n r ^ ((5 : ℝ) / 3) * F (reducedGradient n r)

/-- The GGA kinetic energy with enhancement factor `F`. -/
def ggaKinetic (F n : ℝ → ℝ) : ℝ := radialIntegral (ggaDensity F n)
```

## The exponential integrals

The value comes from the Gamma function. Lean assigns zero to a divergent integral, so the positive value proves convergence; for the same reason the later theorems about a general factor `F` state integrability alongside the inequality.

```lean
/-- For `a > 0` the integral of `r ^ 2 * exp (-(a * r))` over `r > 0` converges, with value `2 / a ^
3`. -/
theorem integral_sq_exp {a : ℝ} (ha : 0 < a) :
    IntegrableOn (fun r : ℝ => r ^ 2 * Real.exp (-(a * r))) (Ioi 0) ∧
      ∫ r in Ioi (0 : ℝ), r ^ 2 * Real.exp (-(a * r)) = 2 / a ^ 3 := by
  have hG : Real.Gamma 3 = 2 := by
    rw [show (3 : ℝ) = ((2 : ℕ) : ℝ) + 1 by norm_num, Real.Gamma_nat_eq_factorial]
    norm_num [Nat.factorial]
  have hv : ∫ r in Ioi (0 : ℝ), r ^ 2 * Real.exp (-(a * r)) = 2 / a ^ 3 := by
    have h := Real.integral_rpow_mul_exp_neg_mul_Ioi (a := 3) (r := a) (by norm_num) ha
    have hp : ∀ r : ℝ, r ^ ((3 : ℝ) - 1) = r ^ 2 := fun r => by
      rw [show (3 : ℝ) - 1 = ((2 : ℕ) : ℝ) by norm_num, Real.rpow_natCast]
    simp only [hp] at h
    rw [h, hG, show (3 : ℝ) = ((3 : ℕ) : ℝ) by norm_num, Real.rpow_natCast]
    ring
  refine ⟨?_, hv⟩
  -- a divergent integral would have been assigned the value zero
  by_contra h
  have h0 : ∫ r in Ioi (0 : ℝ), r ^ 2 * Real.exp (-(a * r)) = 0 := integral_undef h
  have h1 : 0 < 2 / a ^ 3 := by positivity
  linarith
```

The next two lemmas provide $n'=-2Zn$ and the single exponential in $n^{5/3}$.

```lean
/-- The radial derivative of the exponential density is `-2 Z` times the density. -/
theorem hasDerivAt_expDensity (N Z r : ℝ) :
    HasDerivAt (expDensity N Z) (-2 * Z * expDensity N Z r) r := by
  have h := (((hasDerivAt_id r).const_mul (-2 * Z)).exp.const_mul (N * Z ^ 3)).div_const π
  exact h.congr_deriv (by simp only [id_eq, expDensity]; ring)

/-- The Thomas-Fermi integrand of the exponential density, with its factor `r ^ 2`, is a constant
times `r ^ 2 * exp (-(10 * Z / 3 * r))`. -/
theorem tf_integrand {N Z : ℝ} (hN : 0 < N) (hZ : 0 < Z) (r : ℝ) :
    r ^ 2 * (fermiConst * expDensity N Z r ^ ((5 : ℝ) / 3)) =
      fermiConst * (N / π) ^ ((5 : ℝ) / 3) * Z ^ 5 *
        (r ^ 2 * Real.exp (-(10 * Z / 3 * r))) := by
  have hZ5 : (Z ^ 3) ^ ((5 : ℝ) / 3) = Z ^ 5 := by
    rw [← Real.rpow_natCast Z 3, ← Real.rpow_mul hZ.le, ← Real.rpow_natCast Z 5]
    congr 1
    norm_num
  have h1 : expDensity N Z r = N / π * Z ^ 3 * Real.exp (-2 * Z * r) := by
    unfold expDensity; ring
  rw [h1, Real.mul_rpow (by positivity) (Real.exp_pos _).le,
    Real.mul_rpow (by positivity) (by positivity), hZ5, ← Real.exp_mul,
    show -2 * Z * r * (5 / 3) = -(10 * Z / 3 * r) by ring]
  ring
```

Each closed form follows by rewriting the integrand, taking out the constant and applying `integral_sq_exp`.

```lean
/-- The exponential density integrates to `N`. -/
theorem particle_number (N : ℝ) {Z : ℝ} (hZ : 0 < Z) :
    radialIntegral (expDensity N Z) = N := by
  have hf : ∀ r, r ^ 2 * expDensity N Z r =
      N * Z ^ 3 / π * (r ^ 2 * Real.exp (-(2 * Z * r))) := fun r => by
    rw [expDensity, show -2 * Z * r = -(2 * Z * r) by ring]; ring
  simp only [radialIntegral, hf]
  rw [integral_const_mul, (integral_sq_exp (by positivity : 0 < 2 * Z)).2]
  field_simp
  ring

/-- The von Weizsäcker energy of the exponential density is `N Z² / 2`. -/
theorem weizsacker_expDensity {N Z : ℝ} (hN : 0 < N) (hZ : 0 < Z) :
    weizsacker (expDensity N Z) = N * Z ^ 2 / 2 := by
  have hf : ∀ r, r ^ 2 * (deriv (expDensity N Z) r ^ 2 / (8 * expDensity N Z r)) =
      N * Z ^ 5 / (2 * π) * (r ^ 2 * Real.exp (-(2 * Z * r))) := fun r => by
    have hn : expDensity N Z r ≠ 0 := by unfold expDensity; positivity
    have e : (-2 * Z * expDensity N Z r) ^ 2 / (8 * expDensity N Z r) =
        Z ^ 2 / 2 * expDensity N Z r := by
      field_simp
      ring
    rw [(hasDerivAt_expDensity N Z r).deriv, e, expDensity,
      show -2 * Z * r = -(2 * Z * r) by ring]
    ring
  simp only [weizsacker, radialIntegral, hf]
  rw [integral_const_mul, (integral_sq_exp (by positivity : 0 < 2 * Z)).2]
  field_simp
  ring
```

In the Thomas-Fermi case, `hz` collects the powers of $Z$ and `hpi` those of $\pi$; `linear_combination` joins them.

```lean
/-- The Thomas-Fermi energy of the exponential density in closed form. -/
theorem thomasFermi_expDensity {N Z : ℝ} (hN : 0 < N) (hZ : 0 < Z) :
    thomasFermi (expDensity N Z) =
      27 / 125 * fermiConst * π ^ (-(2 / 3) : ℝ) * N ^ ((5 : ℝ) / 3) * Z ^ 2 := by
  have hpi : π * (N / π) ^ ((5 : ℝ) / 3) = π ^ (-(2 / 3) : ℝ) * N ^ ((5 : ℝ) / 3) := by
    rw [Real.div_rpow hN.le Real.pi_pos.le, show (-(2 / 3) : ℝ) = 1 - 5 / 3 by norm_num,
      Real.rpow_sub Real.pi_pos, Real.rpow_one]
    ring
  have hz : Z ^ 5 * (2 / (10 * Z / 3) ^ 3) = 27 / 500 * Z ^ 2 := by
    field_simp
    ring
  simp only [thomasFermi, radialIntegral, tf_integrand hN hZ]
  rw [integral_const_mul, (integral_sq_exp (by positivity : 0 < 10 * Z / 3)).2]
  linear_combination 4 * π * fermiConst * (N / π) ^ ((5 : ℝ) / 3) * hz +
    27 / 125 * fermiConst * Z ^ 2 * hpi
```

## From domination to the strict inequality

Here `hF` and `hb` express continuity and the bounds for $s\ge0$ only. Continuity of $s(r)$ makes the integrand measurable, `Integrable.mono'` gives convergence by domination, and `setIntegral_mono` compares the integrals.

```lean
/-- For a continuous enhancement factor between `0` and `M`, the GGA energy integral of the
exponential density converges and is at most its value for the constant factor `M`. -/
theorem ggaKinetic_le {N Z M : ℝ} (hN : 0 < N) (hZ : 0 < Z) {F : ℝ → ℝ}
    (hF : ContinuousOn F (Ici 0)) (hb : ∀ s, 0 ≤ s → 0 ≤ F s ∧ F s ≤ M) :
    IntegrableOn (fun r => r ^ 2 * ggaDensity F (expDensity N Z) r) (Ioi 0) ∧
      ggaKinetic F (expDensity N Z) ≤ ggaKinetic (fun _ => M) (expDensity N Z) := by
  have hpos : ∀ r, 0 < expDensity N Z r := fun r => by unfold expDensity; positivity
  have hC : 0 < fermiConst := by unfold fermiConst; positivity
  have hc : Continuous (expDensity N Z) :=
    continuous_iff_continuousAt.2 fun r => (hasDerivAt_expDensity N Z r).continuousAt
  have hs0 : ∀ r, 0 ≤ reducedGradient (expDensity N Z) r := fun r => by
    have := hpos r
    unfold reducedGradient; positivity
  -- the reduced gradient is continuous because the density never vanishes
  have hs : Continuous (reducedGradient (expDensity N Z)) := by
    have e : reducedGradient (expDensity N Z) = fun r => |-2 * Z * expDensity N Z r| /
        (2 * (3 * π ^ 2) ^ ((1 : ℝ) / 3) * expDensity N Z r ^ ((4 : ℝ) / 3)) := by
      funext r
      rw [reducedGradient, (hasDerivAt_expDensity N Z r).deriv]
    rw [e]
    refine Continuous.div (continuous_const.mul hc).abs
      (continuous_const.mul (hc.rpow_const fun r => Or.inl (hpos r).ne')) fun r => ?_
    have := hpos r
    positivity
  have hFs : Continuous fun r => F (reducedGradient (expDensity N Z) r) :=
    hF.comp_continuous hs hs0
  have hg : Continuous fun r => r ^ 2 * ggaDensity F (expDensity N Z) r :=
    (continuous_id.pow 2).mul ((continuous_const.mul
      (hc.rpow_const fun r => Or.inl (hpos r).ne')).mul hFs)
  have hM : IntegrableOn (fun r => r ^ 2 * ggaDensity (fun _ => M) (expDensity N Z) r)
      (Ioi 0) := by
    have e : ∀ r, r ^ 2 * ggaDensity (fun _ => M) (expDensity N Z) r =
        M * (fermiConst * (N / π) ^ ((5 : ℝ) / 3) * Z ^ 5 *
          (r ^ 2 * Real.exp (-(10 * Z / 3 * r)))) := fun r => by
      rw [← tf_integrand hN hZ r, ggaDensity]; ring
    simp only [e]
    exact ((integral_sq_exp (by positivity : 0 < 10 * Z / 3)).1.const_mul _).const_mul M
  have hle : ∀ r, r ^ 2 * ggaDensity F (expDensity N Z) r ≤
      r ^ 2 * ggaDensity (fun _ => M) (expDensity N Z) r := fun r => by
    have := hpos r
    exact mul_le_mul_of_nonneg_left
      (mul_le_mul_of_nonneg_left (hb _ (hs0 r)).2 (by positivity)) (sq_nonneg r)
  have h0 : ∀ r, 0 ≤ r ^ 2 * ggaDensity F (expDensity N Z) r := fun r => by
    have := hpos r
    exact mul_nonneg (sq_nonneg r) (mul_nonneg (by positivity) (hb _ (hs0 r)).1)
  have hI : IntegrableOn (fun r => r ^ 2 * ggaDensity F (expDensity N Z) r) (Ioi 0) :=
    Integrable.mono' hM hg.aestronglyMeasurable
      (Filter.Eventually.of_forall fun r => by
        rw [Real.norm_of_nonneg (h0 r)]; exact hle r)
  exact ⟨hI, mul_le_mul_of_nonneg_left (setIntegral_mono hI hM hle) (by positivity)⟩
```

For a constant factor, `h3` writes the energy as $NZ^2$ times the left side of the condition. Cancelling the positive $NZ^2$ gives the equivalence, for any real `M`.

```lean
/-- For a constant enhancement factor `M`, the GGA energy of the exponential density lies below
the von Weizsäcker energy exactly when `(27/125) M C_F (N/π)^(2/3) < 1/2`. -/
theorem constant_factor_iff {N Z : ℝ} (hN : 0 < N) (hZ : 0 < Z) (M : ℝ) :
    ggaKinetic (fun _ => M) (expDensity N Z) < weizsacker (expDensity N Z) ↔
      27 / 125 * M * fermiConst * (N / π) ^ ((2 : ℝ) / 3) < 1 / 2 := by
  have hP : 0 < N * Z ^ 2 := by positivity
  have h1 : ggaKinetic (fun _ => M) (expDensity N Z) = M * thomasFermi (expDensity N Z) := by
    have e : ∀ r, r ^ 2 * ggaDensity (fun _ => M) (expDensity N Z) r =
        M * (r ^ 2 * (fermiConst * expDensity N Z r ^ ((5 : ℝ) / 3))) := fun r => by
      rw [ggaDensity]; ring
    simp only [ggaKinetic, thomasFermi, radialIntegral, e]
    rw [integral_const_mul]
    ring
  have h2 : π ^ (-(2 / 3) : ℝ) * N ^ ((5 : ℝ) / 3) = N * (N / π) ^ ((2 : ℝ) / 3) := by
    rw [Real.div_rpow hN.le Real.pi_pos.le, Real.rpow_neg Real.pi_pos.le,
      show (5 : ℝ) / 3 = 1 + 2 / 3 by norm_num, Real.rpow_add hN, Real.rpow_one]
    ring
  have h3 : ggaKinetic (fun _ => M) (expDensity N Z) =
      N * Z ^ 2 * (27 / 125 * M * fermiConst * (N / π) ^ ((2 : ℝ) / 3)) := by
    rw [h1, thomasFermi_expDensity hN hZ]
    linear_combination 27 / 125 * M * fermiConst * Z ^ 2 * h2
  rw [h3, weizsacker_expDensity hN hZ,
    show N * Z ^ 2 / 2 = N * Z ^ 2 * (1 / 2) by ring]
  exact ⟨fun h => lt_of_mul_lt_mul_left h hP.le, fun h => mul_lt_mul_of_pos_left h hP⟩
```

The main theorem chains the two preceding results. It concerns this family of densities only.

```lean
/-- If a continuous enhancement factor lies between `0` and `M` and `(27/125) M C_F (N/π)^(2/3) <
1/2`, the GGA kinetic energy of the exponential density is a convergent integral lying strictly
below the von Weizsäcker energy. -/
theorem conjointness_limit {N Z M : ℝ} (hN : 0 < N) (hZ : 0 < Z) {F : ℝ → ℝ}
    (hF : ContinuousOn F (Ici 0)) (hb : ∀ s, 0 ≤ s → 0 ≤ F s ∧ F s ≤ M)
    (hM : 27 / 125 * M * fermiConst * (N / π) ^ ((2 : ℝ) / 3) < 1 / 2) :
    IntegrableOn (fun r => r ^ 2 * ggaDensity F (expDensity N Z) r) (Ioi 0) ∧
      ggaKinetic F (expDensity N Z) < weizsacker (expDensity N Z) := by
  obtain ⟨hI, hle⟩ := ggaKinetic_le hN hZ hF hb
  exact ⟨hI, hle.trans_lt ((constant_factor_iff hN hZ M).2 hM)⟩
```

In the one-electron case, `h3` proves $(3\pi)^{2/3}<4.53$ by cubing, as in the estimate above.

```lean
/-- For the one-electron exponential density, every continuous enhancement factor between `0`
and `1.7` gives a convergent GGA kinetic energy strictly below the von Weizsäcker energy. -/
theorem one_electron_limit {Z : ℝ} (hZ : 0 < Z) {F : ℝ → ℝ}
    (hF : ContinuousOn F (Ici 0)) (hb : ∀ s, 0 ≤ s → 0 ≤ F s ∧ F s ≤ 17 / 10) :
    IntegrableOn (fun r => r ^ 2 * ggaDensity F (expDensity 1 Z) r) (Ioi 0) ∧
      ggaKinetic F (expDensity 1 Z) < weizsacker (expDensity 1 Z) := by
  refine conjointness_limit one_pos hZ hF hb ?_
  have hpi := Real.pi_pos
  have h1 : fermiConst * (1 / π) ^ ((2 : ℝ) / 3) = 3 / 10 * (3 * π) ^ ((2 : ℝ) / 3) := by
    rw [fermiConst, mul_assoc, ← Real.mul_rpow (by positivity) (by positivity),
      show 3 * π ^ 2 * (1 / π) = 3 * π by field_simp]
  have h2 : ((3 * π) ^ ((2 : ℝ) / 3)) ^ 3 = (3 * π) ^ 2 := by
    rw [← Real.rpow_natCast _ 3, ← Real.rpow_mul (by positivity),
      ← Real.rpow_natCast (3 * π) 2]
    congr 1
    norm_num
  -- numerical bound from π < 3.15
  have h3 : (3 * π) ^ ((2 : ℝ) / 3) < 453 / 100 := by
    by_contra h
    have h4 := pow_le_pow_left₀ (by norm_num : (0 : ℝ) ≤ 453 / 100) (not_lt.1 h) 3
    rw [h2] at h4
    have h5 : π < 315 / 100 := by
      have := Real.pi_lt_d2
      norm_num at this ⊢
      linarith
    nlinarith
  rw [mul_assoc, h1]
  linarith

end

end ConjointnessLimit
```

```lean
#print axioms ConjointnessLimit.particle_number
-- 'ConjointnessLimit.particle_number' depends on axioms: [propext, Classical.choice, Quot.sound]
#print axioms ConjointnessLimit.weizsacker_expDensity
-- 'ConjointnessLimit.weizsacker_expDensity' depends on axioms: [propext, Classical.choice, Quot.sound]
#print axioms ConjointnessLimit.one_electron_limit
-- 'ConjointnessLimit.one_electron_limit' depends on axioms: [propext, Classical.choice, Quot.sound]
```
